# Closed-form determinant of the distance matrix for ordered points on a line

Parallel, uniformly charged planes interact as point charges do in one dimension: the potential of each varies linearly with distance, and here it is set to zero at the plane itself. Suppose that the planes stand at known positions \(x_0,\dots,x_{N-1}\) and that the potential is prescribed at each of them. Is there a set of charges that produces these values, and is it the only one? With this choice of zero, the answer to both questions is yes for two or more distinct positions, because the matrix of distances has a determinant that can be written down and does not vanish.

```lean
import Mathlib

open Matrix

namespace CoulombLineDeterminant

noncomputable section

variable {n : ℕ}
```

The matrix in question is \(D_{ij}=|x_i-x_j|\), with real positions and indices from 0. In Lean the positions are a function `x` on `Fin n`, in any order and possibly coincident.

```lean
/-- The matrix of distances `|x i - x j|` between particles on a line. -/
def distanceMatrix (x : Fin n → ℝ) : Matrix (Fin n) (Fin n) ℝ :=
  Matrix.of fun i j => |x i - x j|
```

## Spacings and potential

The spacing between neighbours in the list is \(g_i=x_{i+1}-x_i\) for \(0\le i\le N-2\). Here `x` has \(N=n+1\) entries; `i.castSucc` and `i.succ` are the positions \(i\) and \(i+1\) in the list.

```lean
/-- The signed spacing from particle `i` to the next one in the list: the position of the next
particle minus that of particle `i`. -/
def gap (x : Fin (n + 1) → ℝ) (i : Fin n) : ℝ := x i.succ - x i.castSucc
```

Differences of neighbouring rows and columns will reduce \(D\) to a matrix \(B\) built from the spacings alone:

\[
B_{00}=0,\qquad B_{0,i+1}=B_{i+1,0}=g_i,\qquad B_{i+1,j+1}=-2g_i\,\delta_{ij}.
\]

```lean
/-- The diagonal matrix with entries `-2 g i`, bordered by a first row and a first column
that hold the `g i`, with a zero in the corner. -/
def borderedGaps (g : Fin n → ℝ) : Matrix (Fin (n + 1)) (Fin (n + 1)) ℝ :=
  Matrix.of (vecCons (vecCons 0 g)
    fun i => vecCons (g i) fun j => if i = j then -2 * g i else 0)
```

The potential of charges \(q_j\) is

\[
\phi(y)=-\tfrac12\sum_j |y-x_j|\,q_j .
\]

Since \((-|y|/2)''=-\delta(y)\), this solves \(\phi''=-\rho\), Poisson's equation with \(\varepsilon_0=1\). For the charged planes, \(q_j\) is the charge per unit area. Lean takes the formula for \(\phi\) as a definition and does not derive it from Poisson's equation. The definition also fixes the zero of the potential: a charge contributes nothing at its own position.

```lean
/-- The electrostatic potential at `y` of point charges `q j` at positions `x j` on a line,
in units where a unit charge at the origin has the potential `-|y| / 2`. -/
def potential (x q : Fin n → ℝ) (y : ℝ) : ℝ := -(1 / 2) * ∑ j, |y - x j| * q j
```

## From spacings to a determinant

The spacings telescope to the last position minus the first, which is the total length when the list runs from left to right:

\[
\sum_{i=0}^{N-2} g_i=x_{N-1}-x_0=L .
\]

The induction splits off the last spacing.

```lean
/-- The signed spacings between successive particles add up to the last position minus the first. -/
theorem sum_gap (x : Fin (n + 1) → ℝ) : ∑ i, gap x i = x (Fin.last n) - x 0 := by
  induction n with
  | zero => simp
  | succ n ih =>
    have h : ∑ i : Fin n, gap x i.castSucc = x (Fin.last n).castSucc - x 0 :=
      ih fun i => x i.castSucc
    rw [Fin.sum_univ_castSucc, h]
    change _ + (x (Fin.last (n + 1)) - x (Fin.last n).castSucc) = _
    ring
```

To find \(\det B\), add half of every lower row to row 0, which leaves the determinant unchanged. The new row 0 has the entries

\[
0+\tfrac12\sum_i g_i=\tfrac12\sum_i g_i
\qquad\text{and}\qquad
g_j+\tfrac12(-2g_j)=0 .
\]

The matrix is now lower triangular, so its determinant is the product of its diagonal:

\[
\det B=\tfrac12\Big(\sum_i g_i\Big)\prod_i(-2g_i).
\]

No division by a spacing occurs, and the \(g_i\) may be any real numbers. In the proof, `hrow` computes the new row, `Matrix.det_updateRow_sum` shows that the determinant is kept, and `tri` establishes the triangular shape.

```lean
/-- The determinant of the bordered matrix is half the sum of the `g i` times the product
of the diagonal entries `-2 g i`. -/
theorem det_borderedGaps (g : Fin n → ℝ) :
    (borderedGaps g).det = (∑ i, g i) / 2 * ∏ i, (-2 * g i) := by
  -- half of every lower row, added to the first row, clears it outside the corner
  have hrow : ∑ k, (vecCons (1 : ℝ) fun _ => 1 / 2) k • borderedGaps g k
      = vecCons ((∑ i, g i) / 2) 0 := by
    funext j
    rw [Finset.sum_apply, Fin.sum_univ_succ]
    refine Fin.cases ?_ (fun j => ?_) j
    · change (1 : ℝ) * 0 + ∑ i, (1 / 2 : ℝ) * g i = (∑ i, g i) / 2
      rw [← Finset.mul_sum]
      ring
    · change (1 : ℝ) * g j + ∑ i, (1 / 2 : ℝ) * (if i = j then -2 * g i else 0) = 0
      rw [← Finset.mul_sum, Finset.sum_ite_eq', if_pos (Finset.mem_univ j)]
      ring
  have h := Matrix.det_updateRow_sum (borderedGaps g) 0 (vecCons (1 : ℝ) fun _ => 1 / 2)
  rw [hrow, Matrix.cons_val_zero, one_smul] at h
  -- what remains is lower triangular
  have tri : ((borderedGaps g).updateRow 0 (vecCons ((∑ i, g i) / 2) 0)).BlockTriangular
      OrderDual.toDual := by
    intro i j hij
    have hlt : i < j := hij
    clear hij
    induction i using Fin.cases with
    | zero =>
      induction j using Fin.cases with
      | zero => exact absurd hlt (lt_irrefl _)
      | succ j =>
        rw [Matrix.updateRow_self]
        rfl
    | succ i =>
      induction j using Fin.cases with
      | zero => exact absurd hlt (Fin.not_lt_zero _)
      | succ j =>
        rw [Matrix.updateRow_ne (Fin.succ_ne_zero i)]
        exact if_neg (Fin.succ_lt_succ_iff.1 hlt).ne
  rw [← h, Matrix.det_of_isLowerTriangular _ tri, Fin.prod_univ_succ, Matrix.updateRow_self]
  refine congrArg₂ (· * ·) rfl (Finset.prod_congr rfl fun i _ => ?_)
  rw [Matrix.updateRow_ne (Fin.succ_ne_zero i)]
  exact if_pos rfl
```

It remains to reach \(B\) from \(D\). Let \(x_0\le\dots\le x_{N-1}\), and subtract from each row its predecessor. Row \(i+1\) becomes

\[
|x_{i+1}-x_j|-|x_i-x_j|=
\begin{cases} g_i, & j\le i,\\ -g_i, & j\ge i+1.\end{cases}
\]

Now subtract from each column its predecessor. The row is constant except for the jump between columns \(i\) and \(i+1\), so only \(-g_i-g_i=-2g_i\) survives there, on the diagonal, together with \(g_i\) in column 0. Row 0, with entries \(x_j-x_0\), turns into \(0,g_0,\dots,g_{N-2}\). This is \(B\).

The facts `lo` and `hi` open the absolute values according to the order of the indices. The three cases of `lt_trichotomy` are the entries above, on and below the diagonal.

```lean
/-- For particles listed from left to right, the distance matrix has the same determinant
as the bordered matrix of their spacings. -/
theorem det_distanceMatrix_eq_bordered (x : Fin (n + 1) → ℝ) (hx : Monotone x) :
    (distanceMatrix x).det = (borderedGaps (gap x)).det := by
  have lo : ∀ a b : Fin (n + 1), (a : ℕ) ≤ (b : ℕ) → |x a - x b| = x b - x a := by
    intro a b h
    have hab : x a ≤ x b := hx h
    rw [abs_sub_comm, abs_of_nonneg (by linarith)]
  have hi : ∀ a b : Fin (n + 1), (b : ℕ) ≤ (a : ℕ) → |x a - x b| = x a - x b := by
    intro a b h
    rw [abs_sub_comm, lo b a h]
  -- subtract from each row its predecessor
  have rows : (distanceMatrix x).det = (Matrix.of (vecCons (fun j => |x 0 - x j|)
      fun (i : Fin n) j => |x i.succ - x j| - |x i.castSucc - x j|)).det := by
    refine Matrix.det_eq_of_forall_row_eq_smul_add_pred (fun _ => 1) (fun j => rfl) ?_
    intro i j
    change |x i.succ - x j| = (|x i.succ - x j| - |x i.castSucc - x j|)
      + 1 * |x i.castSucc - x j|
    ring
  rw [rows]
  -- subtract from each column its predecessor
  refine Matrix.det_eq_of_forall_col_eq_smul_add_pred (fun _ => 1) ?_ ?_
  · intro i
    refine Fin.cases ?_ (fun i => ?_) i
    · change |x 0 - x 0| = 0
      simp
    · change |x i.succ - x 0| - |x i.castSucc - x 0| = x i.succ - x i.castSucc
      rw [hi i.succ 0 (Nat.zero_le _), hi i.castSucc 0 (Nat.zero_le _)]
      ring
  · intro i j
    refine Fin.cases ?_ (fun i => ?_) i
    · change |x 0 - x j.succ| = (x j.succ - x j.castSucc) + 1 * |x 0 - x j.castSucc|
      rw [lo 0 j.succ (Nat.zero_le _), lo 0 j.castSucc (Nat.zero_le _)]
      ring
    · change |x i.succ - x j.succ| - |x i.castSucc - x j.succ|
        = (if i = j then -2 * (x i.succ - x i.castSucc) else 0)
          + 1 * (|x i.succ - x j.castSucc| - |x i.castSucc - x j.castSucc|)
      rcases lt_trichotomy i j with h | h | h
      · have h' : (i : ℕ) < (j : ℕ) := h
        rw [if_neg h.ne, lo i.succ j.succ (show (i : ℕ) + 1 ≤ (j : ℕ) + 1 by omega),
          lo i.castSucc j.succ (show (i : ℕ) ≤ (j : ℕ) + 1 by omega),
          lo i.succ j.castSucc (show (i : ℕ) + 1 ≤ (j : ℕ) by omega),
          lo i.castSucc j.castSucc (show (i : ℕ) ≤ (j : ℕ) by omega)]
        ring
      · subst h
        rw [if_pos rfl, lo i.succ i.succ le_rfl, lo i.castSucc i.castSucc le_rfl,
          lo i.castSucc i.succ (Nat.le_succ (i : ℕ)),
          hi i.succ i.castSucc (Nat.le_succ (i : ℕ))]
        ring
      · have h' : (j : ℕ) < (i : ℕ) := h
        rw [if_neg h.ne', hi i.succ j.succ (show (j : ℕ) + 1 ≤ (i : ℕ) + 1 by omega),
          hi i.castSucc j.succ (show (j : ℕ) + 1 ≤ (i : ℕ) by omega),
          hi i.succ j.castSucc (show (j : ℕ) ≤ (i : ℕ) + 1 by omega),
          hi i.castSucc j.castSucc (show (j : ℕ) ≤ (i : ℕ) by omega)]
        ring
```

Combining the three results gives, for \(N\ge2\),

\[
\det D=\frac L2\,(-2)^{N-1}\prod_{i=0}^{N-2} g_i
=(-1)^{N-1}\,2^{N-2}\,(x_{N-1}-x_0)\prod_{i=0}^{N-2}(x_{i+1}-x_i).
\]

From here on `x` has \(N=n+2\) entries, which builds in the condition \(N\ge2\). The hypothesis `Monotone x` is weak ordering; if two positions coincide, both sides are zero.

```lean
/-- For `N = n + 2` particles listed from left to right, the determinant of the distance
matrix is `(-1)^(N-1) 2^(N-2)` times the total length times the product of the spacings. -/
theorem det_distanceMatrix (x : Fin (n + 2) → ℝ) (hx : Monotone x) :
    (distanceMatrix x).det
      = (-1) ^ (n + 1) * 2 ^ n * (x (Fin.last (n + 1)) - x 0) * ∏ i, gap x i := by
  rw [det_distanceMatrix_eq_bordered x hx, det_borderedGaps, sum_gap,
    Finset.prod_mul_distrib, Finset.prod_const, Finset.card_univ, Fintype.card_fin,
    show (-2 : ℝ) = (-1) * 2 by norm_num, mul_pow, pow_succ (2 : ℝ) n]
  ring
```

Without any condition on the order the formula can fail. For the list \((0,2,1)\) the determinant is \(4\), while the right-hand side gives \(2\cdot1\cdot2\cdot(-1)=-4\).

The same elimination also yields the signs of the eigenvalues, a remark for which there is no Lean theorem here. If the half-sums are added to column 0 as well as to row 0, \(B\) becomes \(\mathrm{diag}(L/2,-2g_0,\dots,-2g_{N-2})\). Every step then acts alike on rows and columns, so by Sylvester's law of inertia \(D\) has one positive and \(N-1\) negative eigenvalues when the positions are distinct.

## Positions in any order

Relabelling the particles permutes rows and columns of \(D\) alike, and the two signs cancel. The positions may therefore be sorted first. If they are distinct, every spacing and the total length are then positive, and \(\det D\ne0\). If two positions coincide, two rows of \(D\) are equal and \(\det D=0\).

In Lean, "no two particles coincide" is `Function.Injective x`, and `Tuple.sort x` is the sorting permutation.

```lean
/-- For two or more particles on a line, listed in any order, the distance matrix has
nonzero determinant exactly when no two particles coincide. -/
theorem det_distanceMatrix_ne_zero_iff (x : Fin (n + 2) → ℝ) :
    (distanceMatrix x).det ≠ 0 ↔ Function.Injective x := by
  constructor
  · intro h i j hij
    by_contra hne
    -- coincident particles give equal rows
    refine h (Matrix.det_zero_of_row_eq hne ?_)
    funext k
    change |x i - x k| = |x j - x k|
    rw [hij]
  · intro hinj
    -- sorting the particles permutes rows and columns alike
    have hs : StrictMono (x ∘ Tuple.sort x) :=
      (Tuple.monotone_sort x).strictMono_of_injective
        (hinj.comp (Tuple.sort x).injective)
    have hdet : (distanceMatrix (x ∘ Tuple.sort x)).det = (distanceMatrix x).det :=
      Matrix.det_submatrix_equiv_self (Tuple.sort x) (distanceMatrix x)
    rw [← hdet, det_distanceMatrix _ hs.monotone]
    refine mul_ne_zero (mul_ne_zero (mul_ne_zero (pow_ne_zero _ (by norm_num))
      (pow_ne_zero _ (by norm_num))) ?_) (Finset.prod_ne_zero_iff.2 fun i _ => ?_)
    · exact (sub_pos.2 (hs Fin.last_pos)).ne'
    · exact (sub_pos.2 (hs (show i.castSucc < i.succ from Nat.lt_succ_self (i : ℕ)))).ne'
```

A single particle has to be excluded: its distance matrix is \((0)\), with determinant zero, although no two particles coincide.

## Charges from prescribed potentials

At the sites, \(\phi(x_i)=-\tfrac12(Dq)_i\). The requirement \(\phi(x_i)=v_i\) therefore reads

\[
Dq=-2v,\qquad\text{so}\qquad q=-2D^{-1}v .
\]

The theorem states this with `∃!`: for every `v` there is exactly one `q`. The first part of the proof checks that the vector above gives the prescribed values, and the second recovers any other solution as the same vector.

```lean
/-- At two or more distinct sites on a line, any prescribed values of the potential are produced by
exactly one set of point charges on these sites, if a unit charge at the origin has the potential
`-|y| / 2`, with no added constant. -/
theorem existsUnique_charges (x : Fin (n + 2) → ℝ) (hx : Function.Injective x)
    (v : Fin (n + 2) → ℝ) : ∃! q : Fin (n + 2) → ℝ, ∀ i, potential x q (x i) = v i := by
  have hu : IsUnit (distanceMatrix x).det :=
    isUnit_iff_ne_zero.2 ((det_distanceMatrix_ne_zero_iff x).2 hx)
  have hp : ∀ q i, potential x q (x i) = -(1 / 2) * (distanceMatrix x *ᵥ q) i :=
    fun _ _ => rfl
  refine ⟨(distanceMatrix x)⁻¹ *ᵥ (fun i => -2 * v i), fun i => ?_, fun q hq => ?_⟩
  · rw [hp, Matrix.mulVec_mulVec, Matrix.mul_nonsing_inv _ hu, Matrix.one_mulVec]
    ring
  · have hw : distanceMatrix x *ᵥ q = fun i => -2 * v i := by
      funext i
      have h := hq i
      rw [hp] at h
      linarith
    rw [← hw, Matrix.mulVec_mulVec, Matrix.nonsing_inv_mul _ hu, Matrix.one_mulVec]
```

In a one-dimensional electronic-structure model with the interaction \(-|y|/2\), whose density is a set of point charges at two or more known sites, the Hartree potential at those sites thus determines the charges. This depends on the chosen zero of the potential. With \(c-|y|/2\) in place of \(-|y|/2\), two sites at distance \(d\) have a singular interaction matrix when \(c=d/4\).

## The equally spaced chain

For \(x_i=a\,i\) with \(a\ge0\), every spacing is \(a\) and the length is \((N-1)a\), so

\[
\det D=(-1)^{N-1}\,2^{N-2}\,(N-1)\,a^N .
\]

The proof checks the ordering (`hm`) and the spacings (`hg`), then inserts them into the general formula. The factor \(N-1\) appears as `(n : ℝ) + 1`.

```lean
/-- For a chain of `N = n + 2` sites with equal spacing `a ≥ 0`, the determinant of the
distance matrix is `(-1)^(N-1) 2^(N-2) (N-1) a^N`. -/
theorem det_distanceMatrix_chain (a : ℝ) (ha : 0 ≤ a) :
    (distanceMatrix fun i : Fin (n + 2) => a * ((i : ℕ) : ℝ)).det
      = (-1) ^ (n + 1) * 2 ^ n * ((n : ℝ) + 1) * a ^ (n + 2) := by
  have hm : Monotone fun i : Fin (n + 2) => a * ((i : ℕ) : ℝ) := by
    intro i j hij
    have h : (i : ℕ) ≤ (j : ℕ) := hij
    exact mul_le_mul_of_nonneg_left (Nat.cast_le.2 h) ha
  have hg : ∀ i : Fin (n + 1), gap (fun i : Fin (n + 2) => a * ((i : ℕ) : ℝ)) i = a := by
    intro i
    change a * (((i : ℕ) + 1 : ℕ) : ℝ) - a * ((i : ℕ) : ℝ) = a
    push_cast
    ring
  rw [det_distanceMatrix _ hm, Finset.prod_congr rfl fun i _ => hg i]
  simp only [Finset.prod_const, Finset.card_univ, Fintype.card_fin, Fin.val_last,
    Fin.val_zero]
  push_cast
  ring

end

end CoulombLineDeterminant
```

```lean
#print axioms CoulombLineDeterminant.det_distanceMatrix_ne_zero_iff
#print axioms CoulombLineDeterminant.existsUnique_charges
#print axioms CoulombLineDeterminant.det_distanceMatrix_chain
```

```
'CoulombLineDeterminant.det_distanceMatrix_ne_zero_iff' depends on axioms: [propext, Classical.choice, Quot.sound]
'CoulombLineDeterminant.existsUnique_charges' depends on axioms: [propext, Classical.choice, Quot.sound]
'CoulombLineDeterminant.det_distanceMatrix_chain' depends on axioms: [propext, Classical.choice, Quot.sound]
```
